# For a finite Hermitian matrix H and real τ, the matrix 1 + iτH/2 is invertible

For a Hermitian complex matrix H of finite size and any real τ, the lemma states that the determinant of 1 + iτH/2 is a unit, which over the complex numbers means that it is nonzero. In physics this is the matrix to be inverted in an implicit time step such as Crank–Nicolson, with H as the Hamiltonian and ħ = 1; the step τ need not be small. The proof supposes that the determinant vanishes, takes a nonzero vector v that the matrix sends to zero, and multiplies from the left by v† to get v†v + (iτ/2) v†Hv = 0. Here v is not normalised, so v†Hv is the expectation value of H times v†v. Both v†v and v†Hv are real, so adding the complex conjugate of the equation leaves v†v = 0, which contradicts v ≠ 0.

Lean 4 with Mathlib refuses this proof:

```lean
import Mathlib

open Matrix Filter Topology ComplexOrder

namespace IsUnitDetImplicit

noncomputable section

variable {n : Type*} [Fintype n]

variable [DecidableEq n]

variable {H : Matrix n n ℂ}

/-- For Hermitian `H` and real `τ` the matrix `1 + i τ H / 2` of the implicit step is
invertible. -/
theorem isUnit_det_implicit (hH : H.IsHermitian) (τ : ℝ) :
    IsUnit (1 + (Complex.I * τ / 2) • H).det := by
  rw [isUnit_iff_ne_zero]
  intro hdet
  obtain ⟨v, hv, h0⟩ := Matrix.exists_mulVec_eq_zero_iff.mpr hdet
  rw [Matrix.add_mulVec, Matrix.one_mulVec, Matrix.smul_mulVec] at h0
  -- the expectation value of `H` is real
  have hs : star v ⬝ᵥ (H *ᵥ v) = star (star v ⬝ᵥ (H *ᵥ v)) := by
    have h1 : star v ⬝ᵥ (H *ᵥ v) = star (star (H *ᵥ v) ⬝ᵥ v) := Matrix.star_dotProduct _ _
    rw [Matrix.star_mulVec, hH.eq, ← Matrix.dotProduct_mulVec] at h1
    exact h1
  have hn : star v ⬝ᵥ v = star (star v ⬝ᵥ v) := Matrix.star_dotProduct _ _
  have h2 : star v ⬝ᵥ v + (Complex.I * τ / 2) * (star v ⬝ᵥ (H *ᵥ v)) = 0 := by
    have h3 := congrArg (fun w => star v ⬝ᵥ w) h0
    simpa only [dotProduct_add, dotProduct_smul, smul_eq_mul, dotProduct_zero] using h3
  -- a real number plus an imaginary one vanishes only if both do
  have h4 := congrArg star h2
  rw [star_add, star_mul', ← hs, ← hn, star_zero] at h4
  have h5 : star (Complex.I * (τ : ℂ) / 2) = -(Complex.I * τ / 2) := by
    apply Complex.ext <;> simp
  rw [h5] at h4
  have h6 : star v ⬝ᵥ v = 0 := by linear_combination (h2 + h4) / 2
  exact hv (dotProduct_star_self_eq_zero.mp (by rw [dotProduct_comm]; exact h6))

end

end IsUnitDetImplicit
```

The error:

```
Main.lean:35:69: error: unsolved goals
case a
n : Type u_1
inst✝¹ : Fintype n
inst✝ : DecidableEq n
H : Matrix n n ℂ
hH : H.IsHermitian
τ : ℝ
hdet : (1 + (Complex.I * ↑τ / 2) • H).det = 0
v : n → ℂ
hv : v ≠ 0
h0 : v + (Complex.I * ↑τ / 2) • H *ᵥ v = 0
hs : star v ⬝ᵥ H *ᵥ v = star (star v ⬝ᵥ H *ᵥ v)
hn : star v ⬝ᵥ v = star (star v ⬝ᵥ v)
h2 : star v ⬝ᵥ v + Complex.I * ↑τ / 2 * star v ⬝ᵥ H *ᵥ v = 0
h4 : star v ⬝ᵥ v + star (Complex.I * ↑τ / 2) * star v ⬝ᵥ H *ᵥ v = 0
⊢ -τ / 2 = -(τ / 2)
Main.lean:39:70: error: Type mismatch
  h6
has type
  star v ⬝ᵥ v = 0
but is expected to have type
  v ⬝ᵥ star v = 0
```

Diagnosis. The first error is in `h5`, which says that the conjugate of iτ/2 is its negative. `Complex.ext` splits this into real and imaginary parts, and `simp` closes the real one. In the imaginary one it stops at `-τ / 2 = -(τ / 2)`, where the two sides differ only in the place of the minus sign. The repair treats the parts separately and adds `ring` after the second `simp`, which proves this identity.

The second error is in the last line. `dotProduct_star_self_eq_zero.mp` already asks for `star v ⬝ᵥ v = 0`, which is exactly what `h6` says. The rewrite with `dotProduct_comm` swapped the factors, so the goal became `v ⬝ᵥ star v = 0` and `h6` no longer matched it. The repair drops the rewrite and passes `h6` directly.

The changed comment has no effect on the compilation; it corrects the wording, since v†Hv is not itself the expectation value when v is unnormalised.

This version goes through:

```diff
@@ -21,5 +21,5 @@
   obtain ⟨v, hv, h0⟩ := Matrix.exists_mulVec_eq_zero_iff.mpr hdet
   rw [Matrix.add_mulVec, Matrix.one_mulVec, Matrix.smul_mulVec] at h0
-  -- the expectation value of `H` is real
+  -- the number `v† H v` is real, because `H` is Hermitian
   have hs : star v ⬝ᵥ (H *ᵥ v) = star (star v ⬝ᵥ (H *ᵥ v)) := by
     have h1 : star v ⬝ᵥ (H *ᵥ v) = star (star (H *ᵥ v) ⬝ᵥ v) := Matrix.star_dotProduct _ _
@@ -34,8 +34,11 @@
   rw [star_add, star_mul', ← hs, ← hn, star_zero] at h4
   have h5 : star (Complex.I * (τ : ℂ) / 2) = -(Complex.I * τ / 2) := by
-    apply Complex.ext <;> simp
+    apply Complex.ext
+    · simp
+    · simp
+      ring
   rw [h5] at h4
   have h6 : star v ⬝ᵥ v = 0 := by linear_combination (h2 + h4) / 2
-  exact hv (dotProduct_star_self_eq_zero.mp (by rw [dotProduct_comm]; exact h6))
+  exact hv (dotProduct_star_self_eq_zero.mp h6)
 
 end
```
